# A nonzero regular radial solution and its regular energy-derivative partner match every boundary value and slope exactly once

## Radial functions with a source

Let $R>0$ be the radius of an atomic sphere, $V$ a real radial potential and $E$ a real energy, in Hartree atomic units. The function $u(r)$ is $r$ times the radial part of an orbital in one angular-momentum channel, and $V$ includes the centrifugal term of that channel. The radial Schrödinger equation is then

$$u''=2(V-E)u,\qquad u(0)=0 .$$

If $u$ depends smoothly on $E$, differentiating the equation with respect to $E$ at fixed $V$ shows that $w=\partial u/\partial E$ obeys

$$w''=2(V-E)w-2u,\qquad w(0)=0 .$$

Both equations have the form $y''=2(V-E)y-2s$, with source $s=0$ for $u$ and $s=u$ for $w$. Only this equation and the condition at the origin are used for $w$. It may therefore be the energy derivative for any normalisation of $u$: a nonzero factor $f(E)$ turns $u$ into $fu$ and $w$ into $fw+f'(E)u$, and these obey the same two equations, with source $fu$ in the second.

In the standard linearised augmented-plane-wave method, a combination $cu+dw$ inside the sphere is joined to a given function outside, in value and slope. The result below says that for a single channel with a fixed spherical, non-relativistic potential this join is always possible, also at an energy where $u(R)=0$. Matching the value with $u$ alone would there require division by zero.

## The boundary Wronskian

Let $w$ have a general continuous source $t$, and set $W=u'w-uw'$. Then

$$\begin{aligned}
W'&=u''w+u'w'-u'w'-uw''\\
&=2(V-E)uw-u\,[\,2(V-E)w-2t\,]=2ut .
\end{aligned}$$

The potential has cancelled. At the origin $W(0)=u'(0)\cdot 0-0\cdot w'(0)=0$, so integration from $0$ to $R$ gives

$$u'(R)w(R)-u(R)w'(R)=2\int_0^R u\,t\,dr .$$

For $t=u$ the right-hand side is $2N$ with $N=\int_0^R u^2\,dr$. If $u$ is nonzero somewhere on $[0,R]$, continuity makes $u^2$ positive on a whole interval, so $N>0$. For $u$ normalised in the sphere, $N=1$ and the Wronskian equals $2$.

## Solving for the two coefficients

Let $a$ and $b$ be the required value and slope at $R$. All functions in the next lines are taken at $R$:

$$cu+dw=a,\qquad cu'+dw'=b .$$

Multiplying the second equation by $w$ and subtracting $w'$ times the first eliminates $d$. Multiplying the first by $u'$ and subtracting $u$ times the second eliminates $c$. The results are

$$c=\frac{bw-aw'}{2N},\qquad d=\frac{au'-bu}{2N}.$$

So there is at most one solution. Substitution shows that this is one:

$$cu+dw=\frac{a(u'w-uw')}{2N}=a,\qquad cu'+dw'=\frac{b(u'w-uw')}{2N}=b .$$

If $u(R)=0$, the Wronskian identity reduces to $u'(R)w(R)=2N>0$. At a node of $u$ the partner $w$ is therefore nonzero, and it has the sign of the slope of $u$.

## Two solutions at the same energy

Suppose instead that $w$ has no source. Then $t=0$ and the boundary Wronskian vanishes. Write $P=(u(R),u'(R))$ and $Q=(w(R),w'(R))$.

- If $P\neq0$, take the target $(a,b)=(-u'(R),u(R))$. It is orthogonal to $P$, and its scalar product with $Q$ is minus the Wronskian, hence zero. A combination $cP+dQ$ equal to the target would give $u(R)^2+u'(R)^2=0$, a contradiction.
- If $P=0$ and $Q\neq0$, the target $(-w'(R),w(R))$ fails in the same way.
- If both vanish, $(1,0)$ is out of reach.

The source in the equation for $w$ is thus what supplies the second independent direction.

## A free wave with a node at the boundary

Take $V=0$, $E=1/2$, $R=\pi$, $u=\sin r$ and $w=r\cos r$. At the boundary

$$u=0,\quad u'=-1,\quad w=-\pi,\quad w'=-1 .$$

The Wronskian is $(-1)(-\pi)-0=\pi$, and $2\int_0^\pi\sin^2 r\,dr=\pi$ as well. To obtain value $a=1$ and slope $b=0$, the formulas give $c=1/\pi\approx0.318$ and $d=-1/\pi\approx-0.318$. Indeed the value is $0+(-1/\pi)(-\pi)=1$ and the slope is $-1/\pi+1/\pi=0$. Multiplying both functions by $\sqrt{2/\pi}$ normalises $u$ and turns the Wronskian into $2$.

The same example shows what goes wrong if any solution of the inhomogeneous equation is accepted as $w$, without a condition at the origin. The function $(r-\pi)\cos r$ also satisfies $w''=-w-2\sin r$, but it vanishes at $r=\pi$ together with $\sin r$, so no nonzero boundary value can be matched. Its value at the origin is $-\pi$, and the term $W(0)=-\pi$ cancels the integral.

## The statement in Lean

`IsRadialSolution V E R s u u'` says that `u` is a regular radial function with slope `u'` and source `s`. Its four fields have the following meaning.

- `slope`: `u'` is the derivative of `u` on $[0,R]$, one-sided at the two ends.
- `slope_cont`: `u'` is continuous on $[0,R]$.
- `equation`: the second-order equation holds at every point of the open interval.
- `origin`: `u 0 = 0`.

Here `u'` is a separate function, and the field `slope` makes it the derivative of `u`. Continuity of $V$ is not a separate assumption, but a step in $V$ at an interior point where the source-free $u$ is nonzero is excluded: `equation` makes $u''$ exist at every interior point, and a derivative cannot have a jump. Since the equation is imposed only for $0<r<R$, a Coulomb or centrifugal singularity at the nucleus is allowed, provided that the solution has the stated regularity.

The theorem `augmented_wave_matching` assumes $R>0$, a source-free `u`, a `w` with source `u`, and `hne`, which says that `u` is nonzero somewhere on the closed interval. It concludes the Wronskian identity and, for all real `a` and `b`, the existence of exactly one pair `c : ℝ × ℝ` that matches them. The components `c.1` and `c.2` are the coefficients called $c$ and $d$ above.

The functions `u` and `w` are given: their existence for a particular $V$ is not derived, nor is the differentiability of $u$ in $E$ that motivates the equation for $w$. The setting is one real radial equation, without relativistic terms or coupling between channels.

```lean
import Mathlib

open Set

namespace AugmentedWaveMatching

noncomputable section

/-- A radial function `u` with continuous slope `u'` on the sphere `[0, R]`, vanishing at the origin
and obeying `u'' = 2 (V - E) u - 2 s` inside the sphere, with source `s` (atomic units). -/
structure IsRadialSolution (V : ℝ → ℝ) (E R : ℝ) (s u u' : ℝ → ℝ) : Prop where
  slope : ∀ r ∈ Icc 0 R, HasDerivWithinAt u (u' r) (Icc 0 R) r
  slope_cont : ContinuousOn u' (Icc 0 R)
  equation : ∀ r ∈ Ioo 0 R, HasDerivAt u' (2 * (V r - E) * u r - 2 * s r) r
  origin : u 0 = 0

/-- The integral of `u ^ 2` over the sphere radius, from `0` to `R`. -/
def sphereCharge (R : ℝ) (u : ℝ → ℝ) : ℝ := ∫ r in (0 : ℝ)..R, u r ^ 2

variable {V : ℝ → ℝ} {E R : ℝ} {s t u u' w w' : ℝ → ℝ}

/-- A radial solution is continuous on the closed sphere. -/
theorem IsRadialSolution.continuousOn (hu : IsRadialSolution V E R s u u') :
    ContinuousOn u (Icc 0 R) :=
  fun r hr => (hu.slope r hr).continuousWithinAt

/-- Inside the sphere, the Wronskian `u' w - u w'` of a source-free solution `u` and a solution `w`
with source `t`, for the same potential and energy, changes at the rate `2 u t`. -/
theorem wronskian_deriv (hu : IsRadialSolution V E R (fun _ => 0) u u')
    (hw : IsRadialSolution V E R t w w') {r : ℝ} (hr : r ∈ Ioo 0 R) :
    HasDerivAt (fun x => u' x * w x - u x * w' x) (2 * (u r * t r)) r := by
  have hmem : Icc 0 R ∈ nhds r := Icc_mem_nhds hr.1 hr.2
  have du : HasDerivAt u (u' r) r := (hu.slope r (Ioo_subset_Icc_self hr)).hasDerivAt hmem
  have dw : HasDerivAt w (w' r) r := (hw.slope r (Ioo_subset_Icc_self hr)).hasDerivAt hmem
  have ddu : HasDerivAt u' (2 * (V r - E) * u r) r :=
    (hu.equation r hr).congr_deriv (by simp)
  -- the potential terms cancel and only the source survives
  exact ((ddu.fun_mul dw).fun_sub (du.fun_mul (hw.equation r hr))).congr_deriv (by ring)

/-- The Wronskian `u' w - u w'` at the sphere boundary of a source-free solution `u` and a solution
`w` with continuous source `t`, for the same potential and energy, is twice the overlap of `u` with
`t`. -/
theorem wronskian_eq_overlap (hR : 0 < R) (hu : IsRadialSolution V E R (fun _ => 0) u u')
    (hw : IsRadialSolution V E R t w w') (ht : ContinuousOn t (Icc 0 R)) :
    u' R * w R - u R * w' R = 2 * ∫ r in (0 : ℝ)..R, u r * t r := by
  have hcont : ContinuousOn (fun x => u' x * w x - u x * w' x) (Icc 0 R) :=
    (hu.slope_cont.mul hw.continuousOn).sub (hu.continuousOn.mul hw.slope_cont)
  have hint : ContinuousOn (fun r => 2 * (u r * t r)) (Icc 0 R) :=
    continuousOn_const.mul (hu.continuousOn.mul ht)
  have h := intervalIntegral.integral_eq_sub_of_hasDerivAt_of_le hR.le hcont
    (fun r hr => wronskian_deriv hu hw hr) (hint.intervalIntegrable_of_Icc hR.le)
  rw [intervalIntegral.integral_const_mul] at h
  -- the contribution of the origin vanishes
  rw [h, hu.origin, hw.origin]
  ring

/-- A radial solution that is not identically zero on the sphere has a positive integral
of its square. -/
theorem sphereCharge_pos (hR : 0 < R) (hu : IsRadialSolution V E R s u u')
    (hne : ∃ r ∈ Icc 0 R, u r ≠ 0) : 0 < sphereCharge R u := by
  obtain ⟨r, hr, hur⟩ := hne
  exact intervalIntegral.integral_pos hR (hu.continuousOn.pow 2)
    (fun x _ => sq_nonneg (u x)) ⟨r, hr, by positivity⟩

/-- For a nonzero source-free solution `u` and a solution `w` with source `u`, for the same
potential and energy, the combination `c u + d w` has value `a` and slope `b` at the boundary
exactly for the coefficients given here. -/
theorem matching_coefficients (hR : 0 < R) (hu : IsRadialSolution V E R (fun _ => 0) u u')
    (hw : IsRadialSolution V E R u w w') (hne : ∃ r ∈ Icc 0 R, u r ≠ 0) (a b c d : ℝ) :
    (c * u R + d * w R = a ∧ c * u' R + d * w' R = b) ↔
      (c = (b * w R - a * w' R) / (2 * sphereCharge R u) ∧
        d = (a * u' R - b * u R) / (2 * sphereCharge R u)) := by
  have hN : 2 * sphereCharge R u ≠ 0 := by
    have := sphereCharge_pos hR hu hne
    positivity
  have hW : u' R * w R - u R * w' R = 2 * sphereCharge R u := by
    rw [wronskian_eq_overlap hR hu hw hu.continuousOn]
    simp only [sphereCharge, pow_two]
  rw [eq_div_iff hN, eq_div_iff hN]
  -- Cramer's rule, with the Wronskian as determinant
  constructor
  · rintro ⟨h1, h2⟩
    constructor
    · linear_combination w R * h2 - w' R * h1 - c * hW
    · linear_combination u' R * h1 - u R * h2 - d * hW
  · rintro ⟨h1, h2⟩
    constructor
    · apply mul_right_cancel₀ hN
      linear_combination u R * h1 + w R * h2 + a * hW
    · apply mul_right_cancel₀ hN
      linear_combination u' R * h1 + w' R * h2 + b * hW

/-- Let `u` be a nonzero source-free radial solution and `w` a solution of the energy-differentiated
equation, with source `u`, for the same potential and energy. Their boundary Wronskian `u' w - u w'`
is twice the integral of `u ^ 2`, and every boundary value `a` and slope `b` is matched by exactly
one combination of `u` and `w`. -/
theorem augmented_wave_matching (hR : 0 < R)
    (hu : IsRadialSolution V E R (fun _ => 0) u u')
    (hw : IsRadialSolution V E R u w w') (hne : ∃ r ∈ Icc 0 R, u r ≠ 0) :
    u' R * w R - u R * w' R = 2 * ∫ r in (0 : ℝ)..R, u r ^ 2 ∧
      ∀ a b : ℝ, ∃! c : ℝ × ℝ,
        c.1 * u R + c.2 * w R = a ∧ c.1 * u' R + c.2 * w' R = b := by
  constructor
  · rw [wronskian_eq_overlap hR hu hw hu.continuousOn]
    simp only [pow_two]
  · intro a b
    refine ⟨((b * w R - a * w' R) / (2 * sphereCharge R u),
      (a * u' R - b * u R) / (2 * sphereCharge R u)),
      (matching_coefficients hR hu hw hne a b _ _).2 ⟨rfl, rfl⟩, ?_⟩
    rintro ⟨c, d⟩ h
    have h' := (matching_coefficients hR hu hw hne a b c d).1 h
    exact Prod.ext h'.1 h'.2

/-- Let `u` be a nonzero source-free solution with a node at the sphere boundary, and `w` a solution
with source `u` for the same potential and energy. Then the slope of `u` and the value of `w` are
both nonzero there and have the same sign. -/
theorem node_at_boundary (hR : 0 < R) (hu : IsRadialSolution V E R (fun _ => 0) u u')
    (hw : IsRadialSolution V E R u w w') (hne : ∃ r ∈ Icc 0 R, u r ≠ 0) (hnode : u R = 0) :
    0 < u' R * w R := by
  have h := (augmented_wave_matching hR hu hw hne).1
  have hpos : 0 < ∫ r in (0 : ℝ)..R, u r ^ 2 := sphereCharge_pos hR hu hne
  rw [hnode] at h
  linarith

/-- Two source-free radial solutions for the same potential and energy, both vanishing at the
origin, cannot match all boundary data: some value `a` and slope `b` are reached by no combination.
-/
theorem same_energy_fails (hR : 0 < R) (hu : IsRadialSolution V E R (fun _ => 0) u u')
    (hw : IsRadialSolution V E R (fun _ => 0) w w') :
    ∃ a b : ℝ, ∀ c d : ℝ, ¬ (c * u R + d * w R = a ∧ c * u' R + d * w' R = b) := by
  have h : u' R * w R - u R * w' R = 0 := by
    rw [wronskian_eq_overlap hR hu hw continuousOn_const]
    simp
  -- nonzero boundary data orthogonal to a nonzero pair (value, slope) are out of reach
  by_cases hp : u R ^ 2 + u' R ^ 2 = 0
  · by_cases hx : w R ^ 2 + w' R ^ 2 = 0
    · have h1 : u R = 0 := by
        have h2 : u R ^ 2 = 0 := by linarith [sq_nonneg (u R), sq_nonneg (u' R)]
        exact (pow_eq_zero_iff two_ne_zero).1 h2
      have h3 : w R = 0 := by
        have h4 : w R ^ 2 = 0 := by linarith [sq_nonneg (w R), sq_nonneg (w' R)]
        exact (pow_eq_zero_iff two_ne_zero).1 h4
      refine ⟨1, 0, fun c d hcd => ?_⟩
      have h5 := hcd.1
      rw [h1, h3] at h5
      norm_num at h5
    · refine ⟨-w' R, w R, fun c d hcd => hx ?_⟩
      linear_combination -w R * hcd.2 + w' R * hcd.1 + c * h
  · refine ⟨-u' R, u R, fun c d hcd => hp ?_⟩
    linear_combination -u R * hcd.2 + u' R * hcd.1 - d * h

/-- For `V = 0`, `E = 1/2` and `R = π`, the functions `sin r` and `r cos r` are a nonzero
source-free solution and a solution with source `sin r`, and `sin r` has a node at the boundary. -/
theorem free_wave_witness :
    IsRadialSolution (fun _ => 0) (1 / 2) Real.pi (fun _ => 0) Real.sin Real.cos ∧
    IsRadialSolution (fun _ => 0) (1 / 2) Real.pi Real.sin
      (fun r => r * Real.cos r) (fun r => Real.cos r - r * Real.sin r) ∧
    (∃ r ∈ Icc 0 Real.pi, Real.sin r ≠ 0) ∧ Real.sin Real.pi = 0 := by
  refine ⟨⟨fun r _ => (Real.hasDerivAt_sin r).hasDerivWithinAt,
    Real.continuous_cos.continuousOn, fun r _ => ?_, Real.sin_zero⟩,
    ⟨fun r _ => ?_, ?_, fun r _ => ?_, by simp⟩,
    ⟨Real.pi / 2, ⟨by positivity, by linarith [Real.pi_pos]⟩, by simp⟩, Real.sin_pi⟩
  · refine (Real.hasDerivAt_cos r).congr_deriv ?_
    show -Real.sin r = 2 * (0 - 1 / 2) * Real.sin r - 2 * 0
    ring
  · exact (((hasDerivAt_id' r).fun_mul (Real.hasDerivAt_cos r)).congr_deriv
      (by ring)).hasDerivWithinAt
  · exact (Real.continuous_cos.sub (continuous_id.mul Real.continuous_sin)).continuousOn
  · refine ((Real.hasDerivAt_cos r).fun_sub
      ((hasDerivAt_id' r).fun_mul (Real.hasDerivAt_sin r))).congr_deriv ?_
    show -Real.sin r - (1 * Real.sin r + r * Real.cos r) =
      2 * (0 - 1 / 2) * (r * Real.cos r) - 2 * Real.sin r
    ring

end

end AugmentedWaveMatching
```

```lean
#print axioms AugmentedWaveMatching.augmented_wave_matching
#print axioms AugmentedWaveMatching.node_at_boundary
#print axioms AugmentedWaveMatching.same_energy_fails
```

```
'AugmentedWaveMatching.augmented_wave_matching' depends on axioms: [propext, Classical.choice, Quot.sound]
'AugmentedWaveMatching.node_at_boundary' depends on axioms: [propext, Classical.choice, Quot.sound]
'AugmentedWaveMatching.same_energy_fails' depends on axioms: [propext, Classical.choice, Quot.sound]
```

## From the cancellation to unique matching

`wronskian_deriv` is the calculation of $W'$. At an interior point the one-sided derivatives in `slope` become ordinary ones, the product rule is applied to both terms, and `ring` performs the cancellation of the potential.

`wronskian_eq_overlap` integrates this. The version of the fundamental theorem of calculus used here needs $W$ continuous on $[0,R]$, its derivative inside, and an integrable derivative. The first comes from `slope_cont` and from `IsRadialSolution.continuousOn`, which derives continuity of a solution from its differentiability. The last holds because $2ut$ is continuous; $V$ no longer appears in it, so no integrability of the potential is needed. Rewriting with the two `origin` fields removes $W(0)$.

`sphereCharge_pos` proves $N>0$, where `sphereCharge R u` is the integral $N$. It uses the continuity of $u^2$, its nonnegativity, and the point supplied by `hne`.

`matching_coefficients` is the solution of the two linear equations, stated as an equivalence. After the denominators have been cleared, each `linear_combination` line lists the multiples of the equations used in the elimination, with `hW` for the Wronskian identity. The forward direction gives the formulas for $c$ and $d$. The backward direction is the substitution check, in which `mul_right_cancel₀` divides by $2N$.

`augmented_wave_matching` takes its first part from the overlap formula with $t=u$. For the second, the backward direction of the equivalence shows that the explicit pair matches, and the forward direction shows that any other matching pair equals it.

`node_at_boundary` inserts $u(R)=0$ into the identity and uses $N>0$. `same_energy_fails` obtains a zero Wronskian from the overlap formula with $t=0$ and then splits into the three cases treated above; its `linear_combination` lines are the scalar products with the chosen target. `free_wave_witness` verifies by differentiation that $\sin r$ and $r\cos r$ satisfy all the assumptions of the matching theorem at $R=\pi$, with $u(R)=0$, so the case of a boundary node does occur.
